# The total singlets of four spins 1/2 are the combinations of two pair-coupled states

A state of four spins 1/2, given by sixteen complex amplitudes, is called a total singlet if the x, y and z components of the total spin all annihilate it. The theorem says that these states are exactly the combinations, with complex coefficients `c` and `d`, of two unnormalised states: the product of singlets on the pairs (1,2) and (3,4), and the singlet made from triplets on the same pairs. States need not be normalised, and the zero vector counts as a singlet. For the forward direction, the attempt writes the singlet condition as an explicit equation `g`, uses its z and x components to fix all but two amplitudes, and reads off `c` and `d`; the converse is checked case by case.

The failing Lean file:

```lean
import Mathlib

open ComplexConjugate

namespace SingletIff

noncomputable section

/-- Amplitudes of four spins 1/2; index value 0 is spin up and 1 is spin down. -/
abbrev State := Fin 2 → Fin 2 → Fin 2 → Fin 2 → ℂ

/-- The spin-1/2 matrices for the x, y and z components, in units of ħ. -/
def spin : Fin 3 → Matrix (Fin 2) (Fin 2) ℂ :=
  ![!![0, 1/2; 1/2, 0], !![0, -Complex.I/2; Complex.I/2, 0], !![1/2, 0; 0, -1/2]]

/-- Component `a` of the spin on site `i`; sites 0, 1, 2, 3 are spins 1, 2, 3, 4. -/
def site (i : Fin 4) (a : Fin 3) (ψ : State) : State := fun p q r s =>
  ![∑ t, spin a p t * ψ t q r s, ∑ t, spin a q t * ψ p t r s,
    ∑ t, spin a r t * ψ p q t s, ∑ t, spin a s t * ψ p q r t] i

/-- A total singlet: every component of the total spin annihilates the state. -/
def IsSinglet (ψ : State) : Prop := ∀ a p q r s, ∑ i, site i a ψ p q r s = 0

/-- The antisymmetric symbol, the unnormalised singlet of two spins. -/
def eps : Matrix (Fin 2) (Fin 2) ℂ := !![0, 1; -1, 0]

/-- `c` times the product of singlets on (1,2) and (3,4), plus `d` times the singlet made from
triplets on (1,2) and (3,4); both are unnormalised. -/
def pairState (c d : ℂ) : State := fun p q r s =>
  c * (eps p q * eps r s) + d * (eps p r * eps q s + eps p s * eps q r)

/-- The total singlets of four spins 1/2 are exactly the states `pairState c d`: the combinations of
the product of singlets on (1,2) and (3,4) with the one singlet made from triplets on these pairs.
-/
theorem singlet_iff (ψ : State) : IsSinglet ψ ↔ ∃ c d, ψ = pairState c d := by
  constructor
  · intro h
    have x00 : spin 0 0 0 = 0 := by simp [spin]
    have x01 : spin 0 0 1 = 1/2 := by simp [spin]
    have x10 : spin 0 1 0 = 1/2 := by simp [spin]
    have x11 : spin 0 1 1 = 0 := by simp [spin]
    have z00 : spin 2 0 0 = 1/2 := by simp [spin]
    have z01 : spin 2 0 1 = 0 := by simp [spin]
    have z10 : spin 2 1 0 = 0 := by simp [spin]
    have z11 : spin 2 1 1 = -1/2 := by simp [spin]
    have g : ∀ a p q r s, (spin a p 0 * ψ 0 q r s + spin a p 1 * ψ 1 q r s)
        + (spin a q 0 * ψ p 0 r s + spin a q 1 * ψ p 1 r s)
        + (spin a r 0 * ψ p q 0 s + spin a r 1 * ψ p q 1 s)
        + (spin a s 0 * ψ p q r 0 + spin a s 1 * ψ p q r 1) = 0 := by
      intro a p q r s
      have e := h a p q r s
      rw [Fin.sum_univ_four] at e
      simpa only [site, Fin.sum_univ_two] using e
    -- the z component leaves only amplitudes with two spins up
    have hz := g 2
    have a0 := hz 0 0 0 0
    have a1 := hz 0 0 0 1
    have a2 := hz 0 0 1 0
    have a3 := hz 0 1 0 0
    have a4 := hz 1 0 0 0
    have b0 := hz 1 1 1 1
    have b1 := hz 1 1 1 0
    have b2 := hz 1 1 0 1
    have b3 := hz 1 0 1 1
    have b4 := hz 0 1 1 1
    simp only [z00, z01, z10, z11] at a0 a1 a2 a3 a4 b0 b1 b2 b3 b4
    have A0 : ψ 0 0 0 0 = 0 := by linear_combination (1/2) * a0
    have A1 : ψ 0 0 0 1 = 0 := by linear_combination a1
    have A2 : ψ 0 0 1 0 = 0 := by linear_combination a2
    have A3 : ψ 0 1 0 0 = 0 := by linear_combination a3
    have A4 : ψ 1 0 0 0 = 0 := by linear_combination a4
    have B0 : ψ 1 1 1 1 = 0 := by linear_combination (-1/2) * b0
    have B1 : ψ 1 1 1 0 = 0 := by linear_combination -b1
    have B2 : ψ 1 1 0 1 = 0 := by linear_combination -b2
    have B3 : ψ 1 0 1 1 = 0 := by linear_combination -b3
    have B4 : ψ 0 1 1 1 = 0 := by linear_combination -b4
    -- the x component relates the six remaining amplitudes
    have c1 := g 0 0 0 0 1
    have c2 := g 0 0 0 1 0
    have c3 := g 0 0 1 0 0
    have c4 := g 0 1 1 1 0
    simp only [x00, x01, x10, x11] at c1 c2 c3 c4
    have C1 : ψ 1 1 0 0 = ψ 0 0 1 1 := by linear_combination 2 * c4 - 2 * c2 - B0 + A0
    have C2 : ψ 1 0 0 1 = -ψ 0 0 1 1 - ψ 0 1 0 1 := by linear_combination 2 * c1 - A0
    have C3 : ψ 0 1 1 0 = -ψ 0 0 1 1 - ψ 0 1 0 1 := by linear_combination 2 * c3 - A0 - C1
    have C4 : ψ 1 0 1 0 = ψ 0 1 0 1 := by linear_combination 2 * c2 - A0 - C3
    refine ⟨ψ 0 1 0 1 + ψ 0 0 1 1 / 2, ψ 0 0 1 1 / 2, ?_⟩
    funext p q r s
    fin_cases p <;> fin_cases q <;> fin_cases r <;> fin_cases s <;>
      simp [pairState, eps, A0, A1, A2, A3, A4, B0, B1, B2, B3, B4, C1, C2, C3, C4] <;> ring
  · rintro ⟨c, d, rfl⟩ a p q r s
    fin_cases a <;> fin_cases p <;> fin_cases q <;> fin_cases r <;> fin_cases s <;>
      simp [site, spin, pairState, eps, Fin.sum_univ_four, Fin.sum_univ_two] <;> ring

end

end SingletIff
```

Lean reports:

```
Main.lean:53:6: error: Type mismatch: After simplification, term
  e
 has type
  @Eq ℂ
    (![spin a p 0 * ψ 0 q r s + spin a p 1 * ψ 1 q r s, spin a q 0 * ψ p 0 r s + spin a q 1 * ψ p 1 r s,
              spin a r 0 * ψ p q 0 s + spin a r 1 * ψ p q 1 s, spin a s 0 * ψ p q r 0 + spin a s 1 * ψ p q r 1]
            0 +
          ![spin a p 0 * ψ 0 q r s + spin a p 1 * ψ 1 q r s, spin a q 0 * ψ p 0 r s + spin a q 1 * ψ p 1 r s,
              spin a r 0 * ψ p q 0 s + spin a r 1 * ψ p q 1 s, spin a s 0 * ψ p q r 0 + spin a s 1 * ψ p q r 1]
            1 +
        ![spin a p 0 * ψ 0 q r s + spin a p 1 * ψ 1 q r s, spin a q 0 * ψ p 0 r s + spin a q 1 * ψ p 1 r s,
            spin a r 0 * ψ p q 0 s + spin a r 1 * ψ p q 1 s, spin a s 0 * ψ p q r 0 + spin a s 1 * ψ p q r 1]
          2 +
      ![spin a p 0 * ψ 0 q r s + spin a p 1 * ψ 1 q r s, spin a q 0 * ψ p 0 r s + spin a q 1 * ψ p 1 r s,
          spin a r 0 * ψ p q 0 s + spin a r 1 * ψ p q 1 s, spin a s 0 * ψ p q r 0 + spin a s 1 * ψ p q r 1]
        3)
    0
but is expected to have type
  @Eq ℂ
    (spin a p 0 * ψ 0 q r s + spin a p 1 * ψ 1 q r s + (spin a q 0 * ψ p 0 r s + spin a q 1 * ψ p 1 r s) +
        (spin a r 0 * ψ p q 0 s + spin a r 1 * ψ p q 1 s) +
      (spin a s 0 * ψ p q r 0 + spin a s 1 * ψ p q r 1))
    0
```

Diagnosis. The one error is in the proof of `g`. There `simpa only [site, Fin.sum_univ_two]` unfolds `site` and writes out the two-term sums, but neither lemma evaluates an entry of a vector. The hypothesis `e` therefore still contains `![...] 0` to `![...] 3`, where the goal has the entries themselves, and the final comparison does not look these entries up.

The repair drops `g` and calls `simp`, without `only`, on the x and z conditions `h 0` and `h 2`. Its default simplification rules do evaluate vector entries, and `Fin.forall_fin_two` splits the statements over all spin indices into separate equations.

The equations derived by hand from `g` go with it, though the message finds no fault in them. In their place, `grind` takes what it needs from `hx` and `hz` in each of the sixteen final cases, where `ring` alone could not use hypotheses.

After these edits no error is left:

```diff
@@ -36,57 +36,12 @@
   constructor
   · intro h
-    have x00 : spin 0 0 0 = 0 := by simp [spin]
-    have x01 : spin 0 0 1 = 1/2 := by simp [spin]
-    have x10 : spin 0 1 0 = 1/2 := by simp [spin]
-    have x11 : spin 0 1 1 = 0 := by simp [spin]
-    have z00 : spin 2 0 0 = 1/2 := by simp [spin]
-    have z01 : spin 2 0 1 = 0 := by simp [spin]
-    have z10 : spin 2 1 0 = 0 := by simp [spin]
-    have z11 : spin 2 1 1 = -1/2 := by simp [spin]
-    have g : ∀ a p q r s, (spin a p 0 * ψ 0 q r s + spin a p 1 * ψ 1 q r s)
-        + (spin a q 0 * ψ p 0 r s + spin a q 1 * ψ p 1 r s)
-        + (spin a r 0 * ψ p q 0 s + spin a r 1 * ψ p q 1 s)
-        + (spin a s 0 * ψ p q r 0 + spin a s 1 * ψ p q r 1) = 0 := by
-      intro a p q r s
-      have e := h a p q r s
-      rw [Fin.sum_univ_four] at e
-      simpa only [site, Fin.sum_univ_two] using e
-    -- the z component leaves only amplitudes with two spins up
-    have hz := g 2
-    have a0 := hz 0 0 0 0
-    have a1 := hz 0 0 0 1
-    have a2 := hz 0 0 1 0
-    have a3 := hz 0 1 0 0
-    have a4 := hz 1 0 0 0
-    have b0 := hz 1 1 1 1
-    have b1 := hz 1 1 1 0
-    have b2 := hz 1 1 0 1
-    have b3 := hz 1 0 1 1
-    have b4 := hz 0 1 1 1
-    simp only [z00, z01, z10, z11] at a0 a1 a2 a3 a4 b0 b1 b2 b3 b4
-    have A0 : ψ 0 0 0 0 = 0 := by linear_combination (1/2) * a0
-    have A1 : ψ 0 0 0 1 = 0 := by linear_combination a1
-    have A2 : ψ 0 0 1 0 = 0 := by linear_combination a2
-    have A3 : ψ 0 1 0 0 = 0 := by linear_combination a3
-    have A4 : ψ 1 0 0 0 = 0 := by linear_combination a4
-    have B0 : ψ 1 1 1 1 = 0 := by linear_combination (-1/2) * b0
-    have B1 : ψ 1 1 1 0 = 0 := by linear_combination -b1
-    have B2 : ψ 1 1 0 1 = 0 := by linear_combination -b2
-    have B3 : ψ 1 0 1 1 = 0 := by linear_combination -b3
-    have B4 : ψ 0 1 1 1 = 0 := by linear_combination -b4
-    -- the x component relates the six remaining amplitudes
-    have c1 := g 0 0 0 0 1
-    have c2 := g 0 0 0 1 0
-    have c3 := g 0 0 1 0 0
-    have c4 := g 0 1 1 1 0
-    simp only [x00, x01, x10, x11] at c1 c2 c3 c4
-    have C1 : ψ 1 1 0 0 = ψ 0 0 1 1 := by linear_combination 2 * c4 - 2 * c2 - B0 + A0
-    have C2 : ψ 1 0 0 1 = -ψ 0 0 1 1 - ψ 0 1 0 1 := by linear_combination 2 * c1 - A0
-    have C3 : ψ 0 1 1 0 = -ψ 0 0 1 1 - ψ 0 1 0 1 := by linear_combination 2 * c3 - A0 - C1
-    have C4 : ψ 1 0 1 0 = ψ 0 1 0 1 := by linear_combination 2 * c2 - A0 - C3
+    -- the x and z components of the total spin fix all but two amplitudes
+    have hx := h 0
+    have hz := h 2
+    simp [site, spin, Fin.forall_fin_two, Fin.sum_univ_four, Fin.sum_univ_two] at hx hz
     refine ⟨ψ 0 1 0 1 + ψ 0 0 1 1 / 2, ψ 0 0 1 1 / 2, ?_⟩
     funext p q r s
     fin_cases p <;> fin_cases q <;> fin_cases r <;> fin_cases s <;>
-      simp [pairState, eps, A0, A1, A2, A3, A4, B0, B1, B2, B3, B4, C1, C2, C3, C4] <;> ring
+      simp [pairState, eps] <;> grind
   · rintro ⟨c, d, rfl⟩ a p q r s
     fin_cases a <;> fin_cases p <;> fin_cases q <;> fin_cases r <;> fin_cases s <;>
```
